# Radial action of the circular billiard in closed form, with one EBK wavenumber per pair of quantum numbers

A free particle bounces inside a hard-walled disc of radius \(R\). Its wavenumber \(k\) and angular momentum \(m\) are conserved (\(\hbar=1\)), and its chords never come closer to the centre than the caustic \(r=m/k\). Semiclassical quantization needs the radial action from caustic to wall,

\[
S=\int_{m/k}^{R}\sqrt{k^2-\frac{m^2}{r^2}}\,dr
=\sqrt{(kR)^2-m^2}-m\arccos\frac{m}{kR},
\]

for \(k>0\) and \(0\le m\le kR\). At \(m=0\) the arccosine term is zero.

```lean
import Mathlib

open Real Set

namespace CircularBilliardEBK

noncomputable section
```

The integrand is `radialMomentum`, and \(S\) is `radialAction`, an interval integral with real parameters.

```lean
/-- Size of the radial momentum, at a radius `r > 0` on or outside the caustic
(`m ^ 2 ≤ k ^ 2 * r ^ 2`), of a free particle with wavenumber `k` and angular momentum `m`, in units
with `ħ = 1`. -/
def radialMomentum (k m r : ℝ) : ℝ := √(k ^ 2 - m ^ 2 / r ^ 2)

/-- Radial action between the caustic `r = m / k` and the wall `r = R`, for `k > 0` and
`0 ≤ m ≤ k * R`. -/
def radialAction (k m R : ℝ) : ℝ := ∫ r in (m / k)..R, radialMomentum k m r
```

The derivation rests on one function of the scaled radius \(x=kr\), namely \(P(x)=\sqrt{x^2-m^2}-m\arccos(m/x)\), with \(P(x)=x\) when \(m=0\).

```lean
/-- The phase `√(x² - m²) - m arccos (m / x)` as a function of the scaled radius `x > 0`, meant for
`0 ≤ m ≤ x`. -/
def chordPhase (m x : ℝ) : ℝ := √(x ^ 2 - m ^ 2) - m * arccos (m / x)
```

The Einstein–Brillouin–Keller (EBK) condition is postulated as \(2S=2\pi(n+\tfrac34)\). The \(\tfrac34\) stands for a phase loss of \(\pi/2\) at the caustic and \(\pi\) at the hard wall. Here \(m\) and \(n\) are natural numbers; integer \(m\) expresses single-valuedness around the disc.

```lean
/-- The EBK condition for the disc of radius `R`: `k` is positive, the caustic lies in the disc and
the radial loop integral, twice the radial action, equals `2π (n + 3/4)`. -/
def IsEBKLevel (R : ℝ) (m n : ℕ) (k : ℝ) : Prop :=
  0 < k ∧ (m : ℝ) ≤ k * R ∧ 2 * radialAction k m R = 2 * π * (n + 3 / 4)
```

## Angular momentum counted as a magnitude: \(m\ge0\)

The sign of angular momentum only gives the sense of rotation, so \(m\) denotes its size. By hand, for \(x>m\),

\[
P'(x)=\frac{x}{\sqrt{x^2-m^2}}-\frac{m^2}{x\sqrt{x^2-m^2}}=\frac{\sqrt{x^2-m^2}}{x}>0 .
\]

Here \(m\ge0\) ensures \(x>0\) and \(x^2>m^2\). Without it the closed form fails: a clockwise orbit has the action belonging to \(|m|\), but inserting \(-|m|\) on the right adds \(\pi|m|\).

The first lemma rewrites the square root from the arccosine's derivative; the second combines the two singular terms as above.

```lean
/-- For `x > 0`, `√(1 - (m / x)²)` equals `√(x² - m²) / x`. When `|m| ≤ x` this is the sine of
`arccos (m / x)`. -/
theorem sqrt_one_sub_ratio {m x : ℝ} (hx : 0 < x) :
    √(1 - (m / x) ^ 2) = √(x ^ 2 - m ^ 2) / x := by
  have h : 1 - (m / x) ^ 2 = (x ^ 2 - m ^ 2) / x ^ 2 := by field_simp
  rw [h, Real.sqrt_div' _ (sq_nonneg x), Real.sqrt_sq hx.le]

/-- Outside the caustic, `0 ≤ m < x`, the phase grows at the rate `√(x² - m²) / x`. -/
theorem hasDerivAt_chordPhase {m x : ℝ} (hm : 0 ≤ m) (hmx : m < x) :
    HasDerivAt (chordPhase m) (√(x ^ 2 - m ^ 2) / x) x := by
  have hx : 0 < x := hm.trans_lt hmx
  have hpos : 0 < x ^ 2 - m ^ 2 := by nlinarith
  have h1 : HasDerivAt (fun y : ℝ => √(y ^ 2 - m ^ 2)) (2 * x / (2 * √(x ^ 2 - m ^ 2))) x :=
    (((hasDerivAt_pow 2 x).sub_const (m ^ 2)).sqrt hpos.ne').congr_deriv (by norm_num)
  have h2 : HasDerivAt (fun y : ℝ => m / y) (-m / x ^ 2) x :=
    ((hasDerivAt_const x m).fun_div (hasDerivAt_id' x) hx.ne').congr_deriv (by ring)
  have hlt : m / x < 1 := (div_lt_one hx).2 hmx
  have hge : 0 ≤ m / x := div_nonneg hm hx.le
  have h3 : HasDerivAt (fun y : ℝ => arccos (m / y))
      (-(1 / √(1 - (m / x) ^ 2)) * (-m / x ^ 2)) x :=
    (Real.hasDerivAt_arccos (by linarith) hlt.ne).comp x h2
  refine (h1.fun_sub (h3.const_mul m)).congr_deriv ?_
  -- the two singular terms combine into a regular one
  rw [sqrt_one_sub_ratio hx]
  have hs : 0 < √(x ^ 2 - m ^ 2) := Real.sqrt_pos.2 hpos
  have hs2 : √(x ^ 2 - m ^ 2) ^ 2 = x ^ 2 - m ^ 2 := Real.sq_sqrt hpos.le
  generalize √(x ^ 2 - m ^ 2) = s at hs hs2 ⊢
  field_simp
  linarith [hs2]
```

Continuity includes the caustic itself, with \(m=0\) treated separately. With the positive derivative, it makes \(P\) strictly increasing on \([m,\infty)\).

```lean
/-- For `m ≥ 0` the phase is continuous from the caustic `x = m` outwards. -/
theorem continuousOn_chordPhase {m : ℝ} (hm : 0 ≤ m) :
    ContinuousOn (chordPhase m) (Ici m) := by
  rcases hm.eq_or_lt with rfl | hm
  · have h : chordPhase 0 = fun y => √(y ^ 2) := by
      funext y
      simp [chordPhase]
    rw [h]
    exact (by fun_prop : Continuous fun y : ℝ => √(y ^ 2)).continuousOn
  · have hd : ContinuousOn (fun y : ℝ => m / y) (Ici m) :=
      continuousOn_const.div continuousOn_id
        (fun y hy => (hm.trans_le (Set.mem_Ici.mp hy)).ne')
    exact (by fun_prop : Continuous fun y : ℝ => √(y ^ 2 - m ^ 2)).continuousOn.sub
      (continuousOn_const.mul (Real.continuous_arccos.comp_continuousOn hd))

/-- For `m ≥ 0` the phase increases strictly from the caustic outwards. -/
theorem strictMonoOn_chordPhase {m : ℝ} (hm : 0 ≤ m) :
    StrictMonoOn (chordPhase m) (Ici m) := by
  refine strictMonoOn_of_deriv_pos (convex_Ici m) (continuousOn_chordPhase hm) ?_
  intro x hx
  rw [interior_Ici] at hx
  have hmx : m < x := hx
  rw [(hasDerivAt_chordPhase hm hmx).deriv]
  exact div_pos (Real.sqrt_pos.2 (by nlinarith)) (hm.trans_lt hmx)
```

## A moving particle whose caustic fits in the disc: \(k>0\), \(m\le kR\)

Positive \(k\) makes \(m/k\) a radius and lets \(r\mapsto kr\) preserve order. For negative \(k\) the lower limit would no longer be a radius when \(m>0\). The condition \(m\le kR\) puts the caustic inside the disc or on its wall. For \(m>kR\) there is no classical orbit; if \(R>0\), Lean's real square root and arccosine in the closed form then return zero, which carries no physics.

By the chain rule, for \(r>m/k\),

\[
\frac{d}{dr}P(kr)=k\,\frac{\sqrt{k^2r^2-m^2}}{kr}=\sqrt{k^2-\frac{m^2}{r^2}} .
\]

Since \(P(m)=0\), integration gives \(S=P(kR)-P(m)=P(kR)\).

The proof turns on `intervalIntegral.integral_eq_sub_of_hasDerivAt_of_le`. This form of the fundamental theorem asks for continuity on the closed interval, a derivative only in its interior, and integrability. That suits the caustic: for \(m>0\) both terms of \(P\) have infinite slope there, so they cannot be differentiated separately. In the code, `hcont`, `hderiv` and `hint` supply the three requirements.

```lean
/-- The radial action of the circular billiard between caustic and wall, for `k > 0` and
`0 ≤ m ≤ kR`, is `√((kR)² - m²) - m arccos (m / (kR))`. -/
theorem radialAction_eq {k m R : ℝ} (hk : 0 < k) (hm : 0 ≤ m) (hR : m ≤ k * R) :
    radialAction k m R = √((k * R) ^ 2 - m ^ 2) - m * arccos (m / (k * R)) := by
  have hab : m / k ≤ R := by
    rw [div_le_iff₀ hk]
    linarith
  have hcont : ContinuousOn (fun r => chordPhase m (k * r)) (Icc (m / k) R) := by
    refine (continuousOn_chordPhase hm).comp (by fun_prop) ?_
    intro r hr
    have h := (div_le_iff₀ hk).1 hr.1
    show m ≤ k * r
    linarith
  -- the phase at scaled radius `k r` is a primitive of the radial momentum
  have hderiv : ∀ r ∈ Ioo (m / k) R,
      HasDerivAt (fun r => chordPhase m (k * r)) (radialMomentum k m r) r := by
    intro r hr
    have hr0 : 0 < r := (div_nonneg hm hk.le).trans_lt hr.1
    have h := (div_lt_iff₀ hk).1 hr.1
    have hmr : m < k * r := by linarith
    refine ((hasDerivAt_chordPhase hm hmr).comp r
      ((hasDerivAt_id' r).const_mul k)).congr_deriv ?_
    have he : k ^ 2 - m ^ 2 / r ^ 2 = ((k * r) ^ 2 - m ^ 2) / r ^ 2 := by field_simp
    rw [radialMomentum, he, Real.sqrt_div' _ (sq_nonneg r), Real.sqrt_sq hr0.le]
    generalize √((k * r) ^ 2 - m ^ 2) = s
    field_simp
  have hint : IntervalIntegrable (radialMomentum k m) MeasureTheory.volume (m / k) R := by
    rcases hm.eq_or_lt with rfl | hm'
    · have h : radialMomentum k 0 = fun _ => k := by
        funext r
        simp [radialMomentum, Real.sqrt_sq hk.le]
      rw [h]
      exact continuous_const.intervalIntegrable _ _
    · refine ContinuousOn.intervalIntegrable_of_Icc hab ?_
      refine ContinuousOn.sqrt (continuousOn_const.sub
        (continuousOn_const.div (continuousOn_id.pow 2) ?_))
      intro r hr
      exact pow_ne_zero 2 ((div_pos hm' hk).trans_le hr.1).ne'
  have h : radialAction k m R = chordPhase m (k * R) - chordPhase m (k * (m / k)) :=
    intervalIntegral.integral_eq_sub_of_hasDerivAt_of_le hab hcont hderiv hint
  -- the phase vanishes at the caustic
  have h0 : chordPhase m m = 0 := by
    rcases eq_or_ne m 0 with h | h <;> simp [chordPhase, h]
  rw [h, mul_div_cancel₀ m hk.ne', h0, sub_zero, chordPhase]
```

## Neither head-on nor grazing: \(0<m<kR\)

With \(X=kR\) fixed,

\[
\frac{\partial S}{\partial m}=-\frac{m}{\sqrt{X^2-m^2}}-\arccos\frac mX+\frac{m}{\sqrt{X^2-m^2}}=-\arccos\frac{m}{kR}.
\]

Its negative is the polar angle swept between caustic and wall. The strict inequalities give a neighbourhood of \(m\) on which the closed form holds, which is what `heq` records before differentiation. At \(m=0\) the action, a function of \(|m|\), has a kink; at \(m=kR\) classical orbits exist on one side only.

```lean
/-- For `k > 0` and `0 < m < kR`, the derivative of the radial action with respect to the
angular momentum is `-arccos (m / (kR))`. -/
theorem hasDerivAt_radialAction_angular {k m R : ℝ} (hk : 0 < k) (hm : 0 < m)
    (hR : m < k * R) :
    HasDerivAt (fun μ => radialAction k μ R) (-arccos (m / (k * R))) m := by
  have hX : 0 < k * R := hm.trans hR
  have heq : (fun μ => radialAction k μ R) =ᶠ[nhds m]
      fun μ => √((k * R) ^ 2 - μ ^ 2) - μ * arccos (μ / (k * R)) := by
    filter_upwards [Ioo_mem_nhds hm hR] with μ hμ
    exact radialAction_eq hk hμ.1.le hμ.2.le
  refine HasDerivAt.congr_of_eventuallyEq ?_ heq
  generalize k * R = X at hR hX ⊢
  have hpos : 0 < X ^ 2 - m ^ 2 := by nlinarith
  have h1 : HasDerivAt (fun μ : ℝ => √(X ^ 2 - μ ^ 2))
      (-(2 * m) / (2 * √(X ^ 2 - m ^ 2))) m :=
    (((hasDerivAt_pow 2 m).const_sub (X ^ 2)).sqrt hpos.ne').congr_deriv (by norm_num)
  have hlt : m / X < 1 := (div_lt_one hX).2 hR
  have hge : 0 < m / X := div_pos hm hX
  have h2 : HasDerivAt (fun μ : ℝ => arccos (μ / X))
      (-(1 / √(1 - (m / X) ^ 2)) * (1 / X)) m := by
    have hq : HasDerivAt (fun μ : ℝ => μ / X) (1 / X) m := (hasDerivAt_id' m).div_const X
    have ha : HasDerivAt arccos (-(1 / √(1 - (m / X) ^ 2))) (m / X) :=
      Real.hasDerivAt_arccos (by linarith) hlt.ne
    have hc := ha.comp m hq
    exact hc
  refine (h1.fun_sub ((hasDerivAt_id' m).fun_mul h2)).congr_deriv ?_
  rw [sqrt_one_sub_ratio hX]
  have hs : 0 < √(X ^ 2 - m ^ 2) := Real.sqrt_pos.2 hpos
  generalize √(X ^ 2 - m ^ 2) = s at hs ⊢
  field_simp
  ring
```

## A disc of positive size: \(R>0\)

Set \(T=\pi(n+\tfrac34)\), so the quantization condition is \(P(kR)=T\). At the caustic \(P(m)=0<T\). At \(b=m+m\pi/2+T\), the bounds \(\sqrt{b^2-m^2}\ge b-m\) and \(\arccos(m/b)\le\pi/2\) give \(P(b)\ge T\). The intermediate value theorem supplies \(x\) with \(P(x)=T\), strict growth makes it unique, and \(k=x/R\). The last step needs \(R>0\); a disc of zero radius has no level.

The proof follows this order, with `hbig` as the upper bound and `strictMonoOn_chordPhase` excluding a second solution.

```lean
/-- In a disc of radius `R > 0`, each pair of quantum numbers `m, n = 0, 1, 2, …` has exactly
one EBK wavenumber. -/
theorem existsUnique_ebkLevel {R : ℝ} (hR : 0 < R) (m n : ℕ) :
    ∃! k, IsEBKLevel R m n k := by
  have hm : (0 : ℝ) ≤ m := Nat.cast_nonneg m
  have hT : 0 < π * ((n : ℝ) + 3 / 4) := by positivity
  have h0 : chordPhase m m = 0 := by
    rcases eq_or_ne (m : ℝ) 0 with h | h <;> simp [chordPhase, h]
  -- far from the caustic the phase exceeds the required value
  obtain ⟨b, hb⟩ : ∃ b : ℝ, b = m + m * (π / 2) + π * ((n : ℝ) + 3 / 4) := ⟨_, rfl⟩
  have hmp : 0 ≤ (m : ℝ) * (π / 2) := by positivity
  have hmb : (m : ℝ) < b := by linarith
  have hroot : b - m ≤ √(b ^ 2 - (m : ℝ) ^ 2) :=
    (Real.le_sqrt' (by linarith)).2 (by nlinarith [mul_nonneg hm (sub_nonneg.2 hmb.le)])
  have harc : arccos (m / b) ≤ π / 2 :=
    Real.arccos_le_pi_div_two.2 (div_nonneg hm (hm.trans hmb.le))
  have hbig : π * ((n : ℝ) + 3 / 4) ≤ chordPhase m b := by
    have h := mul_le_mul_of_nonneg_left harc hm
    unfold chordPhase
    linarith
  obtain ⟨x, hx, hxT⟩ := intermediate_value_Icc hmb.le
    ((continuousOn_chordPhase hm).mono Icc_subset_Ici_self) ⟨h0.le.trans hT.le, hbig⟩
  have hne : (m : ℝ) ≠ x := by
    intro h
    rw [← h, h0] at hxT
    linarith
  have hx0 : 0 < x := hm.trans_lt (lt_of_le_of_ne hx.1 hne)
  have hxR : x / R * R = x := div_mul_cancel₀ x hR.ne'
  refine ⟨x / R, ⟨div_pos hx0 hR, hxR.symm ▸ hx.1, ?_⟩, ?_⟩
  · rw [radialAction_eq (div_pos hx0 hR) hm (hxR.symm ▸ hx.1), hxR]
    unfold chordPhase at hxT
    linarith
  · -- strict growth of the phase excludes a second solution
    rintro k ⟨hk, hkR, hS⟩
    rw [radialAction_eq hk hm hkR] at hS
    have hP : chordPhase m (k * R) = chordPhase m x := by
      rw [hxT]
      unfold chordPhase
      linarith
    exact (eq_div_iff hR.ne').2 ((strictMonoOn_chordPhase hm).injOn hkR hx.1 hP)
```

These wavenumbers are semiclassical estimates for a single non-interacting particle in a hard-walled circular quantum dot. The exact ones come from zeros of the Bessel function \(J_m(kR)\), with which no theorem here compares them.

## The head-on limit, \(m=0\)

The caustic shrinks to the centre, the radial momentum is constantly \(k\), and \(S=kR\). The condition becomes \(kR=\pi(n+\tfrac34)\), so the levels are explicit and equally spaced in \(k\), starting at \(3\pi/(4R)\).

```lean
/-- For zero angular momentum in a disc of radius `R > 0`, the EBK wavenumbers are
`k = π (n + 3/4) / R`. -/
theorem ebkLevel_zero_iff {R k : ℝ} (hR : 0 < R) (n : ℕ) :
    IsEBKLevel R 0 n k ↔ k = π * (n + 3 / 4) / R := by
  have key : ∀ q : ℝ, 0 < q → radialAction q 0 R = q * R := by
    intro q hq
    have hqR : 0 ≤ q * R := (mul_pos hq hR).le
    rw [radialAction_eq hq le_rfl hqR, zero_mul, sub_zero, zero_pow two_ne_zero, sub_zero,
      Real.sqrt_sq hqR]
  unfold IsEBKLevel
  rw [Nat.cast_zero, eq_div_iff hR.ne']
  constructor
  · rintro ⟨hk, -, hS⟩
    rw [key k hk] at hS
    linarith
  · intro h
    have hkR : 0 < k * R := by
      rw [h]
      positivity
    have hk : 0 < k := pos_of_mul_pos_left hkR hR.le
    refine ⟨hk, hkR.le, ?_⟩
    rw [key k hk, h]
    ring

end

end CircularBilliardEBK
```

```lean
#print axioms CircularBilliardEBK.hasDerivAt_radialAction_angular
#print axioms CircularBilliardEBK.existsUnique_ebkLevel
#print axioms CircularBilliardEBK.ebkLevel_zero_iff
```

```
'CircularBilliardEBK.hasDerivAt_radialAction_angular' depends on axioms: [propext, Classical.choice, Quot.sound]
'CircularBilliardEBK.existsUnique_ebkLevel' depends on axioms: [propext, Classical.choice, Quot.sound]
'CircularBilliardEBK.ebkLevel_zero_iff' depends on axioms: [propext, Classical.choice, Quot.sound]
```
